# Collinear dipoles with symmetric nonnegative couplings are stable exactly when some positive dipole pattern exceeds, at every site, the dipoles it induces

In the point-dipole model, polarisable atoms in a row strengthen one another's dipoles along the row, and if they stand too close together the unpolarised state is no longer a minimum of the energy: this is the polarisation catastrophe. For a finite set of such dipoles, each described by one number and coupled by symmetric nonnegative constants, a single trial pattern of positive dipoles can certify that the catastrophe is absent, and every stable arrangement has such a pattern.

```lean
import Mathlib

open Matrix

namespace PositiveVectorStability

noncomputable section

variable {n : Type*} [Fintype n]

/-- Energy of coupled scalar dipoles `x` with local stiffnesses `d i` and
couplings `K i j`. -/
def energy (d : n → ℝ) (K : Matrix n n ℝ) (x : n → ℝ) : ℝ :=
  (∑ i, d i * x i ^ 2 - ∑ i, ∑ j, K i j * x i * x j) / 2

/-- For symmetric couplings and a reference pattern `v` without zero entries, the energy is a sum of
local terms and of weighted squared differences of the relative amplitudes `x i / v i`. -/
theorem energy_eq_sum_squares (d : n → ℝ) {K : Matrix n n ℝ} (hK : K.IsSymm)
    {v : n → ℝ} (hv : ∀ i, v i ≠ 0) (x : n → ℝ) :
    energy d K x = (∑ i, (d i - (K *ᵥ v) i / v i) * x i ^ 2) / 2
      + (∑ i, ∑ j, K i j * v i * v j * (x i / v i - x j / v j) ^ 2) / 4 := by
  have hA : ∑ i, (K *ᵥ v) i / v i * x i ^ 2
      = ∑ i, ∑ j, K i j * v j / v i * x i ^ 2 := by
    simp only [Matrix.mulVec, dotProduct, Finset.sum_div, Finset.sum_mul]
  -- symmetry of the couplings lets the two sites exchange roles
  have hB : ∑ i, ∑ j, K i j * v i / v j * x j ^ 2
      = ∑ i, ∑ j, K i j * v j / v i * x i ^ 2 := by
    rw [Finset.sum_comm]
    refine Finset.sum_congr rfl fun i _ => Finset.sum_congr rfl fun j _ => ?_
    rw [hK.apply i j]
  -- expansion of the squares
  have hC : ∑ i, ∑ j, K i j * v i * v j * (x i / v i - x j / v j) ^ 2
      = ∑ i, ∑ j, K i j * v j / v i * x i ^ 2 + ∑ i, ∑ j, K i j * v i / v j * x j ^ 2
        - 2 * ∑ i, ∑ j, K i j * x i * x j := by
    simp only [Finset.mul_sum, ← Finset.sum_add_distrib, ← Finset.sum_sub_distrib]
    refine Finset.sum_congr rfl fun i _ => Finset.sum_congr rfl fun j _ => ?_
    have hi := hv i
    have hj := hv j
    field_simp
    ring
  have hD : ∑ i, (d i - (K *ᵥ v) i / v i) * x i ^ 2
      = ∑ i, d i * x i ^ 2 - ∑ i, (K *ᵥ v) i / v i * x i ^ 2 := by
    simp only [sub_mul, Finset.sum_sub_distrib]
  unfold energy
  rw [hD, hC, hB, hA]
  ring

variable [DecidableEq n]

/-- The quadratic form of the stiffness matrix `diagonal d - K` is twice the energy. -/
theorem quadratic_form_eq_energy (d : n → ℝ) (K : Matrix n n ℝ) (x : n → ℝ) :
    x ⬝ᵥ (diagonal d - K) *ᵥ x = 2 * energy d K x := by
  have h1 : x ⬝ᵥ diagonal d *ᵥ x = ∑ i, d i * x i ^ 2 := by
    simp only [dotProduct, Matrix.mulVec_diagonal]
    exact Finset.sum_congr rfl fun i _ => by ring
  have h2 : x ⬝ᵥ K *ᵥ x = ∑ i, ∑ j, K i j * x i * x j := by
    simp only [dotProduct, Matrix.mulVec, Finset.mul_sum]
    exact Finset.sum_congr rfl fun i _ => Finset.sum_congr rfl fun j _ => by ring
  rw [Matrix.sub_mulVec, dotProduct_sub, h1, h2, energy]
  ring

/-- If the stiffness matrix is positive definite and all couplings are nonnegative, dipoles `v` in
equilibrium with a nonnegative field `(diagonal d - K) v` are nonnegative. -/
theorem response_nonneg {d : n → ℝ} {K : Matrix n n ℝ} (hK : ∀ i j, 0 ≤ K i j)
    (hM : (diagonal d - K).PosDef) {v : n → ℝ}
    (hf : ∀ i, 0 ≤ ((diagonal d - K) *ᵥ v) i) (i : n) : 0 ≤ v i := by
  -- `w` is the negative part of `v`
  obtain ⟨w, hw, hp, hwp⟩ : ∃ w : n → ℝ, (∀ i, 0 ≤ w i) ∧ (∀ i, 0 ≤ w i + v i) ∧
      ∀ i, w i * (w i + v i) = 0 := by
    refine ⟨fun i => max (-v i) 0, fun i => le_max_right _ _, fun i => ?_, fun i => ?_⟩
    · show 0 ≤ max (-v i) 0 + v i
      linarith [le_max_left (-v i) 0]
    · show max (-v i) 0 * (max (-v i) 0 + v i) = 0
      rcases le_total (-v i) 0 with h | h
      · rw [max_eq_right h]; ring
      · rw [max_eq_left h]; ring
  have h1 : w ⬝ᵥ (diagonal d - K) *ᵥ (w + v) ≤ 0 := by
    rw [Matrix.sub_mulVec, dotProduct_sub]
    have a : w ⬝ᵥ diagonal d *ᵥ (w + v) = 0 := by
      simp only [dotProduct, Matrix.mulVec_diagonal, Pi.add_apply]
      exact Finset.sum_eq_zero fun i _ => by linear_combination d i * hwp i
    have b : 0 ≤ w ⬝ᵥ K *ᵥ (w + v) :=
      Finset.sum_nonneg fun i _ => mul_nonneg (hw i)
        (Finset.sum_nonneg fun j _ => mul_nonneg (hK i j) (hp j))
    linarith
  have h2 : 0 ≤ w ⬝ᵥ (diagonal d - K) *ᵥ v :=
    Finset.sum_nonneg fun i _ => mul_nonneg (hw i) (hf i)
  rw [Matrix.mulVec_add, dotProduct_add] at h1
  -- a nonzero negative part would have nonpositive energy
  have hz : w = 0 := by
    by_contra h
    have h3 := hM.dotProduct_mulVec_pos h
    simp only [star_trivial] at h3
    linarith
  have h4 := hp i
  rw [hz] at h4
  simpa using h4

/-- For symmetric nonnegative couplings, the stiffness matrix `diagonal d - K` is positive definite
if and only if some strictly positive pattern `v` has `(K v) i < d i * v i` at every site. -/
theorem stiffness_posDef_iff (d : n → ℝ) {K : Matrix n n ℝ} (hS : K.IsSymm)
    (hK : ∀ i j, 0 ≤ K i j) :
    (diagonal d - K).PosDef ↔
      ∃ v : n → ℝ, (∀ i, 0 < v i) ∧ ∀ i, (K *ᵥ v) i < d i * v i := by
  constructor
  · intro hM
    -- the certificate is the response to a uniform unit field
    have hu : IsUnit (diagonal d - K).det := isUnit_iff_ne_zero.mpr hM.det_pos.ne'
    obtain ⟨v, hv⟩ : ∃ v : n → ℝ, (diagonal d - K) *ᵥ v = fun _ => 1 :=
      ⟨(diagonal d - K)⁻¹ *ᵥ (fun _ => 1), by
        rw [Matrix.mulVec_mulVec, Matrix.mul_nonsing_inv _ hu, Matrix.one_mulVec]⟩
    have h0 : ∀ i, 0 ≤ v i := response_nonneg hK hM fun i => by
      rw [hv]
      exact zero_le_one
    have he : ∀ i, d i * v i - (K *ᵥ v) i = 1 := fun i => by
      have h := congrFun hv i
      rwa [Matrix.sub_mulVec, Pi.sub_apply, Matrix.mulVec_diagonal] at h
    refine ⟨v, fun i => lt_of_le_of_ne (h0 i) fun h => ?_, fun i => by linarith [he i]⟩
    have hKv : 0 ≤ (K *ᵥ v) i := Finset.sum_nonneg fun j _ => mul_nonneg (hK i j) (h0 j)
    have h1 := he i
    rw [← h, mul_zero] at h1
    linarith
  · rintro ⟨v, hv, h⟩
    refine Matrix.posDef_iff_dotProduct_mulVec.mpr ⟨?_, fun x hx => ?_⟩
    · show (diagonal d - K)ᴴ = diagonal d - K
      rw [Matrix.conjTranspose_eq_transpose_of_trivial, Matrix.transpose_sub,
        Matrix.diagonal_transpose, hS.eq]
    · rw [star_trivial, quadratic_form_eq_energy,
        energy_eq_sum_squares d hS (fun i => (hv i).ne') x]
      have hc : ∀ i, 0 < d i - (K *ᵥ v) i / v i := fun i =>
        sub_pos.2 ((div_lt_iff₀ (hv i)).2 (h i))
      obtain ⟨k, hk⟩ := Function.ne_iff.mp hx
      have hk' : x k ≠ 0 := hk
      have h1 : 0 < ∑ i, (d i - (K *ᵥ v) i / v i) * x i ^ 2 :=
        Finset.sum_pos' (fun i _ => mul_nonneg (hc i).le (sq_nonneg _))
          ⟨k, Finset.mem_univ k, mul_pos (hc k) (by positivity)⟩
      have h2 : 0 ≤ ∑ i, ∑ j, K i j * v i * v j * (x i / v i - x j / v j) ^ 2 :=
        Finset.sum_nonneg fun i _ => Finset.sum_nonneg fun j _ =>
          mul_nonneg (mul_nonneg (mul_nonneg (hK i j) (hv i).le) (hv j).le) (sq_nonneg _)
      linarith

/-- Positive-vector certificate: for symmetric `K` with nonnegative entries, `1 - K` is positive
definite if and only if some strictly positive `v` has `(K v) i < v i` for every `i`. -/
theorem one_sub_posDef_iff {K : Matrix n n ℝ} (hS : K.IsSymm) (hK : ∀ i j, 0 ≤ K i j) :
    (1 - K).PosDef ↔ ∃ v : n → ℝ, (∀ i, 0 < v i) ∧ ∀ i, (K *ᵥ v) i < v i := by
  simpa only [Matrix.diagonal_one, one_mul] using stiffness_posDef_iff (fun _ => 1) hS hK

/-- Sites with positive polarisabilities `α i` and symmetric nonnegative couplings `T` have a
positive definite stiffness matrix if and only if some strictly positive dipole pattern `v` induces
at every site a dipole `α i * (T v) i` smaller than `v i`. -/
theorem polarisable_posDef_iff {α : n → ℝ} (hα : ∀ i, 0 < α i) {T : Matrix n n ℝ}
    (hS : T.IsSymm) (hT : ∀ i j, 0 ≤ T i j) :
    (diagonal (fun i => (α i)⁻¹) - T).PosDef ↔
      ∃ v : n → ℝ, (∀ i, 0 < v i) ∧ ∀ i, α i * (T *ᵥ v) i < v i := by
  rw [stiffness_posDef_iff _ hS hT]
  exact exists_congr fun v => and_congr_right fun _ => forall_congr' fun i =>
    lt_inv_mul_iff₀ (hα i)

/-- For `K = !![0, -2; -2, 0]` the vector `v = (1, 1)` has `(K v) i < v i` at both sites, yet
`1 - K` is not positive definite. -/
theorem negative_coupling_counterexample :
    (∀ i, ((!![0, -2; -2, 0] : Matrix (Fin 2) (Fin 2) ℝ) *ᵥ ![1, 1]) i
      < (![1, 1] : Fin 2 → ℝ) i) ∧
    ¬ (1 - (!![0, -2; -2, 0] : Matrix (Fin 2) (Fin 2) ℝ)).PosDef := by
  constructor
  · intro i
    fin_cases i <;> norm_num [Matrix.mulVec, dotProduct, Fin.sum_univ_succ]
  · intro h
    -- the determinant is `1 - 4 < 0`
    have hd := h.det_pos
    norm_num [Matrix.det_fin_two] at hd

end

end PositiveVectorStability
```

```lean
#print axioms PositiveVectorStability.one_sub_posDef_iff
#print axioms PositiveVectorStability.polarisable_posDef_iff
#print axioms PositiveVectorStability.negative_coupling_counterexample
```

```
'PositiveVectorStability.one_sub_posDef_iff' depends on axioms: [propext, Classical.choice, Quot.sound]
'PositiveVectorStability.polarisable_posDef_iff' depends on axioms: [propext, Classical.choice, Quot.sound]
'PositiveVectorStability.negative_coupling_counterexample' depends on axioms: [propext, Classical.choice, Quot.sound]
```

## What is equivalent to what

The sites are labelled by a finite type `n`. A dipole pattern is a function `x : n → ℝ`, one real number \(x_i\) per site. Each site has a local stiffness \(d_i\), and each pair of sites has a coupling \(K_{ij}\). The definition `energy` is

\[
E(x)=\tfrac12\sum_i d_i x_i^2-\tfrac12\sum_{i,j}K_{ij}x_ix_j .
\]

The double sum runs over ordered pairs, so for symmetric \(K\), with the factor \(\tfrac12\), each pair of distinct sites contributes \(-K_{ij}x_ix_j\). The letter \(K\) often denotes a stiffness matrix; here it holds only the couplings, and the stiffness matrix is \(D-K\), written `diagonal d - K`, where \(D\) is the diagonal matrix of the \(d_i\).

The main theorem, `stiffness_posDef_iff`, assumes that \(K\) is symmetric (`K.IsSymm`) and that all its entries are nonnegative. It says that \(D-K\) is positive definite if and only if there is a vector \(v\) with

\[
v_i>0\quad\text{and}\quad (Kv)_i<d_iv_i\qquad\text{for every } i .
\]

In Lean, `K *ᵥ v` is the matrix-vector product and `⬝ᵥ` the dot product. For a real matrix, `PosDef` means that the matrix is symmetric and that its quadratic form is positive on every nonzero vector. No sign is assumed for the \(d_i\).

Two special cases follow. With all \(d_i=1\), `one_sub_posDef_iff` states the criterion for \(1-K\): some positive \(v\) satisfies \((Kv)_i<v_i\) at every site. With \(d_i=1/\alpha_i\), `polarisable_posDef_iff` treats sites of unequal polarisability \(\alpha_i>0\) and couplings \(T_{ij}\), and the condition becomes

\[
\alpha_i\,(Tv)_i<v_i\qquad\text{for every } i .
\]

The existence of \(v\) is what matters. One successful pattern proves stability. A positive pattern that fails at some sites and passes at others leaves the question open in general. One that fails at every site proves instability, because then \(v^{\mathsf T}(D-K)v\le0\).

## The physics in the matrices

The term \(x_i^2/(2\alpha_i)\) is the energy needed to induce the dipole \(x_i\) on an isolated site. The condition \(\alpha_i>0\) says that this costs energy, so that each site is stable by itself. For \(i\neq j\) the coupling \(T_{ij}\) is the field at site \(i\) per unit dipole at site \(j\), and \(T_{ii}=0\) because a dipole doesn't act on itself. For point dipoles that lie on a line and point along it, at distance \(r_{ij}\), it is \(2/r_{ij}^3\) in Gaussian units. It is positive because head-to-tail dipoles attract. Many texts define the dipole interaction tensor with the opposite sign.

With this reading, \((Tv)_i\) is the field that the pattern \(v\) produces at site \(i\), and \(\alpha_i(Tv)_i\) is the dipole that this field induces there. The certificate is a pattern that exceeds its own induced dipoles everywhere. The normalised matrix \(1-K\) arises from the same energy through the rescaling \(x_i=\sqrt{\alpha_i}\,y_i\), with \(K_{ij}=\sqrt{\alpha_i\alpha_j}\,T_{ij}\).

Stability here means \(E(x)>0\) for every \(x\neq0\), so a system exactly at the threshold, with a pattern that costs no energy, counts as unstable. Force fields with induced point dipoles need this property for the energy to have a unique minimum in the dipoles, and coupled-oscillator models of dispersion need it for all mode frequencies to be real and nonzero; the criterion serves both for finitely many scalar dipoles with nonnegative couplings.

The model keeps one dipole component per site, whereas the atoms of a real molecule have dipoles with three components, and at short range the point-dipole coupling itself becomes inaccurate. In a general geometry the dipole tensor has entries of both signs, and the criterion then can't be applied to it as it stands.

## A certificate turns the energy into a sum of squares

Take any \(v\) without zero entries and compare the relative amplitudes \(x_i/v_i\). Expanding the square gives

\[
\sum_{i,j}K_{ij}v_iv_j\Bigl(\frac{x_i}{v_i}-\frac{x_j}{v_j}\Bigr)^2
=\sum_{i,j}K_{ij}\frac{v_j}{v_i}x_i^2+\sum_{i,j}K_{ij}\frac{v_i}{v_j}x_j^2-2\sum_{i,j}K_{ij}x_ix_j .
\]

Exchanging the names \(i\) and \(j\) in the second sum and using \(K_{ij}=K_{ji}\) turns it into the first. In the first, the sum over \(j\) gives \((Kv)_i\), so each of the two equals \(\sum_i \frac{(Kv)_i}{v_i}x_i^2\). Solving for the coupling term,

\[
\sum_{i,j}K_{ij}x_ix_j=\sum_i\frac{(Kv)_i}{v_i}x_i^2-\tfrac12\sum_{i,j}K_{ij}v_iv_j\Bigl(\frac{x_i}{v_i}-\frac{x_j}{v_j}\Bigr)^2 ,
\]

and inserting this in the energy,

\[
E(x)=\tfrac12\sum_i\Bigl(d_i-\frac{(Kv)_i}{v_i}\Bigr)x_i^2+\tfrac14\sum_{i,j}K_{ij}v_iv_j\Bigl(\frac{x_i}{v_i}-\frac{x_j}{v_j}\Bigr)^2 .
\]

This is `energy_eq_sum_squares`. Inside its proof, `hC` is the expansion of the squares, `hB` the exchange of the two sites, `hA` the sum that produces \((Kv)_i\), and `hD` splits the local term. The identity needs symmetry but no sign condition on \(K\).

Now let \(v\) be a certificate. Dividing \((Kv)_i<d_iv_i\) by \(v_i>0\) shows that every local coefficient is positive. Every weight \(K_{ij}v_iv_j\) is nonnegative. If \(x\neq0\), some \(x_k\) is nonzero, so the first sum is positive while the second is at least zero, and \(E(x)>0\). The lemma `quadratic_form_eq_energy` supplies the link to the matrix,

\[
x^{\mathsf T}(D-K)x=2E(x),
\]

so \(D-K\) is positive definite. In the second half of `stiffness_posDef_iff`, `hc` is the positivity of the coefficients, and `h1` and `h2` are the signs of the two sums.

## A stable system supplies its own certificate

Conversely, let \(D-K\) be positive definite. An external field \(f\) adds \(-\sum_i f_ix_i\) to the energy, and the dipoles \(v\) in equilibrium with it satisfy \((D-K)v=f\). The first claim is that a field with \(f_i\ge0\) everywhere gives dipoles with \(v_i\ge0\) everywhere. This is `response_nonneg`.

Let \(w_i=\max(-v_i,0)\) be the negative part of \(v\). Then \(w_i\ge0\), and \(w_i+v_i=\max(v_i,0)\ge0\). At each site at least one of these two numbers vanishes, so \(w_i(w_i+v_i)=0\). Hence the diagonal part drops out of

\[
w^{\mathsf T}(D-K)(w+v)=\sum_i d_iw_i(w_i+v_i)-w^{\mathsf T}K(w+v)=-w^{\mathsf T}K(w+v)\le0 ,
\]

where the last step uses \(K_{ij}\ge0\). On the other hand,

\[
w^{\mathsf T}(D-K)v=\sum_iw_if_i\ge0 .
\]

Subtracting the second expression from the first leaves \(w^{\mathsf T}(D-K)w\le0\). Positive definiteness allows this only for \(w=0\), so \(v\) has no negative entry. In the Lean proof these two inequalities are `h1` and `h2`, and `hz` is the conclusion \(w=0\), reached by contradiction.

Now apply a uniform unit field, \(f_i=1\). A positive definite matrix has a positive determinant, so the inverse exists and \(v=(D-K)^{-1}f\) solves the equilibrium equation. Site by site it reads

\[
d_iv_i-(Kv)_i=1 ,
\]

which is `he` in the first half of `stiffness_posDef_iff`. It gives \((Kv)_i=d_iv_i-1<d_iv_i\), the required inequality. The previous step gives \(v_i\ge0\). If some \(v_i\) were zero, the equation would say \((Kv)_i=-1\), but \((Kv)_i\) is a sum of nonnegative terms. So every \(v_i\) is positive, and the response to the uniform field is a certificate.

The two special cases need little more. For \(1-K\) one sets all \(d_i=1\). For unequal polarisabilities, \((Tv)_i<v_i/\alpha_i\) is multiplied by \(\alpha_i>0\).

## Two sites with a negative coupling

If off-diagonal couplings may be negative, a pattern can pass the test although the system is unstable. Take

\[
K=\begin{pmatrix}0&-2\\-2&0\end{pmatrix},\qquad v=\begin{pmatrix}1\\1\end{pmatrix}.
\]

Then \(Kv=(-2,-2)\), which lies below \(v\) in both entries. But

\[
1-K=\begin{pmatrix}1&2\\2&1\end{pmatrix}
\]

has determinant \(1-4=-3\), so it isn't positive definite. The theorem `negative_coupling_counterexample` records both facts, the second through the sign of the determinant.

The unstable pattern is the antiparallel one: for the normalised vector \((1,-1)/\sqrt2\) the quadratic form equals \(-1\) and the energy \(-\tfrac12\). Negative couplings occur for dipoles that stand side by side, perpendicular to the line joining them, and such dipoles favour opposite directions. A trial pattern with all entries positive doesn't detect that instability. In the sum of squares, the weight \(K_{12}v_1v_2\) is now negative, so the squared difference lowers the energy. The example refutes the step from certificate to stability for symmetric \(K\) of arbitrary sign; it has no bearing on the converse.
